# Two orbitals with overlap 0 < s < 1 and coupling below s times each site energy: one level lies below both site energies, one above both, and their sum is raised

Two normalised orbitals with real site energies `a` and `b`, real coupling `β` and overlap `s` form a two-level model without electron–electron interaction, whose levels are the roots `E` of det(H − E S) = 0. The theorem `heteronuclear_repulsion` assumes 0 < s < 1, β < a s and β < b s, and allows a = b. It states that the equation has exactly two real roots, one below both site energies and one above both, and that their sum exceeds a + b. The proof factorises the determinant as (1 − s²)(E − x)(E − y), places `a` and `b` between the roots because the determinant is negative there, and gets the sum from the coefficients.

As first written in Lean, the proof fails:

```lean
import Mathlib

open Matrix

namespace HeteronuclearRepulsion

noncomputable section

/-- The Hamiltonian matrix of two orbitals with site energies `a`, `b` and coupling `β`. -/
def hamiltonian (a b β : ℝ) : Matrix (Fin 2) (Fin 2) ℝ := !![a, β; β, b]

/-- The overlap matrix of two normalised orbitals with mutual overlap `s`. -/
def overlap (s : ℝ) : Matrix (Fin 2) (Fin 2) ℝ := !![1, s; s, 1]

/-- The secular determinant of two overlapping orbitals, written out. -/
theorem secular_det (a b β s E : ℝ) :
    (hamiltonian a b β - E • overlap s).det = (a - E) * (b - E) - (β - E * s) ^ 2 := by
  simp [hamiltonian, overlap, Matrix.det_fin_two]
  ring

/-- A quadratic `k E² - t E + c` with `k > 0` and nonnegative discriminant has two real roots
(possibly equal), given here by their sum and product. -/
theorem real_levels (k t c : ℝ) (hk : 0 < k) (hD : 0 ≤ t ^ 2 - 4 * k * c) :
    ∃ x y : ℝ, x ≤ y ∧ k * (x + y) = t ∧ k * (x * y) = c := by
  obtain ⟨r, hr0, hr⟩ : ∃ r : ℝ, 0 ≤ r ∧ r ^ 2 = t ^ 2 - 4 * k * c :=
    ⟨√(t ^ 2 - 4 * k * c), Real.sqrt_nonneg _, Real.sq_sqrt hD⟩
  obtain ⟨i, hi, hki⟩ : ∃ i : ℝ, 0 < i ∧ k * i = 1 :=
    ⟨k⁻¹, inv_pos.2 hk, mul_inv_cancel₀ hk.ne'⟩
  refine ⟨(t - r) * i / 2, (t + r) * i / 2, ?_, ?_, ?_⟩
  · nlinarith [mul_nonneg hr0 hi.le]
  · linear_combination t * hki
  · linear_combination (-(k * i ^ 2 / 4)) * hr + c * (k * i + 1) * hki

/-- Repulsion of two inequivalent orbitals: if `0 < s < 1`, `β < a s` and `β < b s`, the secular
equation has exactly two real roots, one below both site energies and one above both, and their
sum exceeds `a + b`. -/
theorem heteronuclear_repulsion (a b β s : ℝ) (h0 : 0 < s) (h1 : s < 1)
    (ha : β < a * s) (hb : β < b * s) :
    ∃ x y : ℝ, (∀ E, (hamiltonian a b β - E • overlap s).det = 0 ↔ E = x ∨ E = y) ∧
      (x < a ∧ x < b) ∧ (a < y ∧ b < y) ∧ a + b < x + y := by
  have hk : 0 < 1 - s ^ 2 := by nlinarith
  -- the discriminant is a sum of nonnegative terms
  have hD : 0 ≤ (a + b - 2 * β * s) ^ 2 - 4 * (1 - s ^ 2) * (a * b - β ^ 2) := by
    have e : (a + b - 2 * β * s) ^ 2 - 4 * (1 - s ^ 2) * (a * b - β ^ 2)
        = (a + b - 2 * β * s - 2 * (1 - s ^ 2) * a) ^ 2
          + 4 * ((1 - s ^ 2) * (β - a * s) ^ 2) := by ring
    rw [e]
    have := mul_nonneg hk.le (sq_nonneg (β - a * s))
    positivity
  obtain ⟨x, y, hxy, hs, hp⟩ := real_levels _ _ _ hk hD
  have hf : ∀ E, (a - E) * (b - E) - (β - E * s) ^ 2
      = (1 - s ^ 2) * ((E - x) * (E - y)) := by
    intro E
    linear_combination E * hs - hp
  -- an energy at which the determinant is negative lies between the roots
  have key : ∀ c, (1 - s ^ 2) * ((c - x) * (c - y)) < 0 → x < c ∧ c < y := by
    intro c hc
    constructor
    · by_contra h
      have h' := not_lt.mp h
      have h2 := mul_nonneg (sub_nonneg.2 h') (sub_nonneg.2 (h'.trans hxy))
      nlinarith [mul_nonneg hk.le h2]
    · by_contra h
      have h' := not_lt.mp h
      have h2 := mul_nonneg (sub_nonneg.2 (hxy.trans h')) (sub_nonneg.2 h')
      nlinarith [mul_nonneg hk.le h2]
  have hA := key a (by rw [← hf a]; nlinarith [mul_pos (sub_pos.2 ha) (sub_pos.2 ha)])
  have hB := key b (by rw [← hf b]; nlinarith [mul_pos (sub_pos.2 hb) (sub_pos.2 hb)])
  refine ⟨x, y, fun E => ?_, ⟨hA.1, hB.1⟩, ⟨hA.2, hB.2⟩, ?_⟩
  · rw [secular_det, hf E, mul_eq_zero, mul_eq_zero, sub_eq_zero, sub_eq_zero]
    exact or_iff_right hk.ne'
  · -- the sum of the roots is read off from the coefficients
    have h2 : 0 < s * ((a * s - β) + (b * s - β)) := mul_pos h0 (by linarith)
    have h3 : (1 - s ^ 2) * (x + y - (a + b)) = s * ((a * s - β) + (b * s - β)) := by
      linear_combination hs
    rw [← h3] at h2
    exact sub_pos.1 ((mul_pos_iff_of_pos_left hk).1 h2)

end

end HeteronuclearRepulsion
```

Lean reports:

```
Main.lean:71:4: error: Type mismatch
  or_iff_right (LT.lt.ne' hk)
has type
  1 - s ^ 2 = 0 ∨ ?m.874 ↔ ?m.874
but is expected to have type
  1 = s ^ 2 ∨ E = x ∨ E - y = 0 ↔ E = x ∨ E = y
```

The error arises in showing that the determinant vanishes exactly when `E = x ∨ E = y`. After the two `mul_eq_zero` rewrites, the left side is `1 - s ^ 2 = 0 ∨ E - x = 0 ∨ E - y = 0`. The two uses of `sub_eq_zero` were meant for the last two equations, but the factor `1 - s ^ 2` is also a difference, and it comes first. So the first use turns `1 - s ^ 2 = 0` into `1 = s ^ 2`, the second turns `E - x = 0` into `E = x`, and `E - y = 0` is left as it was. The term `or_iff_right hk.ne'` removes an alternative of the form `1 - s ^ 2 = 0`, and its right-hand alternative must be the same on both sides of the equivalence. The goal fits neither requirement, hence the type mismatch.

The repair rewrites with `or_iff_right hk.ne'` straight after the first `mul_eq_zero`, while `1 - s ^ 2 = 0` is still in that form. With that alternative gone, the second `mul_eq_zero` splits the remaining product, and the two `sub_eq_zero` rewrites reach `E - x = 0` and `E - y = 0`. Both sides then agree and `rw` closes the goal itself, so the `exact` line is no longer needed.

This version goes through:

```diff
@@ -68,6 +68,6 @@
   have hB := key b (by rw [← hf b]; nlinarith [mul_pos (sub_pos.2 hb) (sub_pos.2 hb)])
   refine ⟨x, y, fun E => ?_, ⟨hA.1, hB.1⟩, ⟨hA.2, hB.2⟩, ?_⟩
-  · rw [secular_det, hf E, mul_eq_zero, mul_eq_zero, sub_eq_zero, sub_eq_zero]
-    exact or_iff_right hk.ne'
+  · rw [secular_det, hf E, mul_eq_zero, or_iff_right hk.ne', mul_eq_zero, sub_eq_zero,
+      sub_eq_zero]
   · -- the sum of the roots is read off from the coefficients
     have h2 : 0 < s * ((a * s - β) + (b * s - β)) := mul_pos h0 (by linarith)
```
